# On a ring, $-i\,d/dt$ with a phase-twisted boundary condition is symmetric, yet its eigenvalues need not be integers

Take $f(t)=e^{it/2}$ on a ring, where $t$ is the azimuthal angle from $0$ to $2\pi$. With $\hbar=1$, $L_z=-i\,d/dt$ gives $L_zf=\tfrac12 f$. I had thought that integer eigenvalues followed from $L_z$ being Hermitian, perhaps together with the ladder that moves them in unit steps. But this $f$ only changes sign after one turn. Does the sign change spoil Hermiticity, or do the integers come from somewhere else?

## The boundary phase sets the offset of the ladder

The sign change does no harm to symmetry; the integers come from the boundary condition. Fix a real $s$ and admit continuously differentiable functions on $[0,2\pi]$ with $f(2\pi)=e^{is}f(0)$. Your example has $s=\pi$.

**Symmetry.** For $f,g$ in this domain, $f'=iL_zf$ and $g'=iL_zg$, so
$$(\bar f g)'=\overline{f'}\,g+\bar f g'=i\left(\bar f\,L_zg-\overline{L_zf}\,g\right).$$
Integrating over the ring gives
$$i\left(\langle f,L_zg\rangle-\langle L_zf,g\rangle\right)=\left(e^{-is}e^{is}-1\right)\overline{f(0)}\,g(0)=0.$$

This uses that $s$ is real. For $s=2\pi i$ the function $e^{-t}$ meets the boundary condition and has $L_zf=if$, so $\langle f,L_zf\rangle=i\|f\|^2$ while $\langle L_zf,f\rangle=-i\|f\|^2$. Symmetry therefore does not hold for every complex $s$.

**Spectrum.** If $L_zf=\mu f$, then $f'=i\mu f$ and $(e^{-i\mu t}f)'=0$, hence $f(t)=e^{i\mu t}f(0)$. A non-zero $f$ has $f(0)\neq0$, so the boundary condition requires $e^{2\pi i\mu}=e^{is}$, that is,
$$\mu=m+\frac{s}{2\pi},\qquad m\in\mathbb Z.$$
Conversely, for each such $\mu$ the wave $e^{i\mu t}$ lies in the domain and is an eigenfunction. An integer $k$ occurs only if $s=2\pi(k-m)$; if $s=2\pi n$ with $n$ an integer, then $m=0$ gives the eigenvalue $n$. For $s=\pi$ the eigenvalues are the numbers $m+\tfrac12$.

**Ladder.** Since $e^{2\pi i}=1$, multiplication by $e^{it}$ preserves the domain, and
$$L_z(e^{it}f)=-i\left(ie^{it}f+e^{it}f'\right)=e^{it}(L_zf+f).$$
An eigenvalue $\mu$ thus moves to $\mu+1$. This gives steps of one but leaves the offset free; that no other eigenvalues lie between the steps follows from the formula for $\mu$ above, not from the ladder.

## What the Lean statements say

A wavefunction is a map `ℝ → ℂ`, of which only the values on `arc`, the interval $[0,2\pi]$, matter. `InDomain s f` holds the smoothness and boundary conditions. `Lz` uses the derivative within the interval, one-sided at the ends. `LzSymmetric s` is equality of the two inner products, conjugate-linear in the first slot. `IsEigenvalue s μ` asks for an eigenfunction that is non-zero somewhere on the interval; `μ` is complex, so its reality is a result. `raise` is multiplication by $e^{it}$, not the textbook $L_+$ on the sphere.

Symmetry here is weaker than self-adjointness, which is not treated. Nor do the hypotheses say which $s$ a given system has: for orbital motion, single-valuedness selects $s=0$ as a separate physical input. For one non-interacting charge on a ring threaded by magnetic flux, a gauge transformation turns the flux into such a twist.

```lean
import Mathlib

open Complex Set
open scoped Real ComplexConjugate

namespace TwistedAngularMomentum

noncomputable section

/-- The range `[0, 2π]` of the azimuthal angle. -/
abbrev arc : Set ℝ := Icc 0 (2 * π)

/-- The domain with twist `s`: continuously differentiable functions on `[0, 2π]`
with `f(2π) = exp(is) f(0)`. -/
structure InDomain (s : ℝ) (f : ℝ → ℂ) : Prop where
  smooth : ContDiffOn ℝ 1 f arc
  twist : f (2 * π) = exp (I * s) * f 0

/-- The operator `-i d/dt` on `[0, 2π]`, with one-sided derivatives at the end points. -/
def Lz (f : ℝ → ℂ) (t : ℝ) : ℂ := -I * derivWithin f arc t

/-- Symmetry of `Lz` on the domain with twist `s`: `⟨f, Lz g⟩ = ⟨Lz f, g⟩` for the
inner product given by integration over `[0, 2π]`. -/
def LzSymmetric (s : ℝ) : Prop :=
  ∀ f g : ℝ → ℂ, InDomain s f → InDomain s g →
    ∫ t in (0 : ℝ)..(2 * π), conj (f t) * Lz g t =
      ∫ t in (0 : ℝ)..(2 * π), conj (Lz f t) * g t

/-- `μ` is an eigenvalue of `Lz` if some function in the domain, not identically zero
on `[0, 2π]`, satisfies `Lz f = μ f` there. -/
def IsEigenvalue (s : ℝ) (μ : ℂ) : Prop :=
  ∃ f : ℝ → ℂ, InDomain s f ∧ (∃ t ∈ arc, f t ≠ 0) ∧ ∀ t ∈ arc, Lz f t = μ * f t

/-- Multiplication of a wavefunction by the phase `exp(it)`. -/
def raise (f : ℝ → ℂ) (t : ℝ) : ℂ := exp (I * t) * f t

private lemma hasDerivAt_wave (c : ℂ) (t : ℝ) :
    HasDerivAt (fun x : ℝ => exp (c * x)) (c * exp (c * t)) t := by
  have h : HasDerivAt (fun z : ℂ => exp (c * z)) (exp (c * t) * (c * 1)) (t : ℂ) :=
    ((hasDerivAt_id (t : ℂ)).const_mul c).cexp
  exact h.comp_ofReal.congr_deriv (by ring)

private lemma contDiff_wave (c : ℂ) : ContDiff ℝ 1 (fun x : ℝ => exp (c * x)) := by
  have h : ContDiff ℝ 1 (fun x : ℝ => (x : ℂ)) := Complex.ofRealCLM.contDiff
  exact (contDiff_const.mul h).cexp

private lemma Lz_eq {f : ℝ → ℂ} {d : ℂ} {t : ℝ} (h : HasDerivWithinAt f d arc t)
    (ht : t ∈ arc) : Lz f t = -I * d := by
  rw [Lz, h.derivWithin (uniqueDiffOn_Icc Real.two_pi_pos t ht)]

private lemma InDomain.hasDeriv {s : ℝ} {f : ℝ → ℂ} (hf : InDomain s f) {t : ℝ}
    (ht : t ∈ arc) : HasDerivWithinAt f (I * Lz f t) arc t := by
  have h := (hf.smooth.differentiableOn (by norm_num) t ht).hasDerivWithinAt
  refine h.congr_deriv ?_
  rw [Lz]
  linear_combination (derivWithin f arc t) * I_mul_I

private lemma InDomain.continuousOn_Lz {s : ℝ} {f : ℝ → ℂ} (hf : InDomain s f) :
    ContinuousOn (Lz f) arc :=
  continuousOn_const.mul
    (hf.smooth.continuousOn_derivWithin (uniqueDiffOn_Icc Real.two_pi_pos) (by norm_num))

/-- For every real twist `s`, the operator `-i d/dt` is symmetric on its domain. -/
theorem Lz_symmetric (s : ℝ) : LzSymmetric s := by
  intro f g hf hg
  have hp : (0 : ℝ) ≤ 2 * π := Real.two_pi_pos.le
  have cf : ContinuousOn (fun t => conj (f t)) arc :=
    Complex.continuous_conj.comp_continuousOn hf.smooth.continuousOn
  have cL : ContinuousOn (fun t => conj (Lz f t)) arc :=
    Complex.continuous_conj.comp_continuousOn hf.continuousOn_Lz
  have i1 : IntervalIntegrable (fun t => conj (f t) * Lz g t) MeasureTheory.volume 0 (2 * π) :=
    (cf.mul hg.continuousOn_Lz).intervalIntegrable_of_Icc hp
  have i2 : IntervalIntegrable (fun t => conj (Lz f t) * g t) MeasureTheory.volume 0 (2 * π) :=
    (cL.mul hg.smooth.continuousOn).intervalIntegrable_of_Icc hp
  -- the product rule turns the difference of the integrands into a total derivative
  have hF : ∀ t ∈ Ioo 0 (2 * π), HasDerivAt (fun t => conj (f t) * g t)
      (I * (conj (f t) * Lz g t - conj (Lz f t) * g t)) t := by
    intro t ht
    have hn := Icc_mem_nhds ht.1 ht.2
    have h1 := (hf.hasDeriv (Ioo_subset_Icc_self ht)).hasDerivAt hn
    have h2 := (hg.hasDeriv (Ioo_subset_Icc_self ht)).hasDerivAt hn
    have h3 : HasDerivAt (fun t => conj (f t)) (conj (I * Lz f t)) t := h1.star
    refine (h3.fun_mul h2).congr_deriv ?_
    rw [map_mul, conj_I]
    ring
  have key : ∫ t in (0 : ℝ)..(2 * π), I * (conj (f t) * Lz g t - conj (Lz f t) * g t) =
      conj (f (2 * π)) * g (2 * π) - conj (f 0) * g 0 :=
    intervalIntegral.integral_eq_sub_of_hasDerivAt_of_le hp
      (cf.mul hg.smooth.continuousOn) hF ((i1.sub i2).const_mul I)
  -- the twist is a phase, so the boundary term vanishes
  have phase : conj (exp (I * s)) * exp (I * s) = 1 := by
    rw [← Complex.exp_conj, ← Complex.exp_add, map_mul, conj_I, conj_ofReal]
    simp
  have hb : conj (f (2 * π)) * g (2 * π) - conj (f 0) * g 0 = 0 := by
    rw [hf.twist, hg.twist, map_mul]
    linear_combination (conj (f 0) * g 0) * phase
  rw [hb, intervalIntegral.integral_const_mul, intervalIntegral.integral_sub i1 i2] at key
  exact sub_eq_zero.mp ((mul_eq_zero.mp key).resolve_left I_ne_zero)

/-- A function in the domain with `Lz f = μ f` on `[0, 2π]` is the plane wave
`exp(iμt) f(0)` there. -/
theorem eigenfunction_eq {s : ℝ} {μ : ℂ} {f : ℝ → ℂ} (hf : InDomain s f)
    (h : ∀ t ∈ arc, Lz f t = μ * f t) :
    ∀ t ∈ arc, f t = exp (I * μ * t) * f 0 := by
  intro t ht
  -- removing the plane wave leaves a function with zero derivative
  have hd : ∀ x ∈ arc,
      HasDerivWithinAt (fun y : ℝ => exp (-(I * μ) * y) * f y) 0 arc x := by
    intro x hx
    refine ((hasDerivAt_wave (-(I * μ)) x).hasDerivWithinAt.fun_mul
      (hf.hasDeriv hx)).congr_deriv ?_
    rw [h x hx]
    ring
  have hc := constant_of_derivWithin_zero
    (fun x hx => (hd x hx).differentiableWithinAt)
    (fun x hx => (hd x (Ico_subset_Icc_self hx)).derivWithin
      (uniqueDiffOn_Icc Real.two_pi_pos x (Ico_subset_Icc_self hx))) t ht
  simp only [ofReal_zero, mul_zero, Complex.exp_zero, one_mul] at hc
  have h0 : I * μ * t + -(I * μ) * t = 0 := by ring
  rw [← hc, ← mul_assoc, ← Complex.exp_add, h0, Complex.exp_zero, one_mul]

/-- The eigenvalues of `-i d/dt` with twist `s` are exactly the numbers
`m + s/(2π)` with `m` an integer. -/
theorem eigenvalue_iff (s : ℝ) (μ : ℂ) :
    IsEigenvalue s μ ↔ ∃ m : ℤ, μ = m + s / (2 * π) := by
  have h2 : (2 * π : ℂ) ≠ 0 := mul_ne_zero two_ne_zero (ofReal_ne_zero.mpr Real.pi_ne_zero)
  constructor
  · rintro ⟨f, hf, ⟨t, ht, hne⟩, h⟩
    have hw := eigenfunction_eq hf h
    have h0 : f 0 ≠ 0 := fun h0 => hne (by rw [hw t ht, h0, mul_zero])
    -- the boundary condition quantises the wave number
    have he : exp (I * μ * ((2 * π : ℝ) : ℂ)) = exp (I * s) :=
      mul_right_cancel₀ h0
        ((hw (2 * π) (right_mem_Icc.mpr Real.two_pi_pos.le)).symm.trans hf.twist)
    obtain ⟨m, hm⟩ := Complex.exp_eq_exp_iff_exists_int.mp he
    push_cast at hm
    have hs : (s : ℂ) = (μ - m) * (2 * π) :=
      mul_left_cancel₀ I_ne_zero (by linear_combination -hm)
    refine ⟨m, ?_⟩
    rw [hs, mul_div_cancel_right₀ _ h2]
    ring
  · rintro ⟨m, hm⟩
    have hμ : μ * (2 * π) = m * (2 * π) + s := by
      rw [hm, add_mul, div_mul_cancel₀ _ h2]
    refine ⟨fun t : ℝ => exp (I * μ * t), ⟨(contDiff_wave _).contDiffOn, ?_⟩,
      ⟨0, left_mem_Icc.mpr Real.two_pi_pos.le, Complex.exp_ne_zero _⟩, ?_⟩
    · rw [ofReal_zero, mul_zero, Complex.exp_zero, mul_one]
      refine Complex.exp_eq_exp_iff_exists_int.mpr ⟨m, ?_⟩
      push_cast
      linear_combination I * hμ
    · intro t ht
      rw [Lz_eq (hasDerivAt_wave (I * μ) t).hasDerivWithinAt ht]
      change -I * (I * μ * exp (I * μ * t)) = μ * exp (I * μ * t)
      linear_combination (-μ * exp (I * μ * t)) * I_mul_I

/-- Multiplication by `exp(it)` preserves the domain for every twist `s`, and on it
satisfies the ladder relation `Lz (exp(it) f) = exp(it) (Lz f + f)`. -/
theorem raise_ladder {s : ℝ} {f : ℝ → ℂ} (hf : InDomain s f) :
    InDomain s (raise f) ∧
      ∀ t ∈ arc, Lz (raise f) t = exp (I * t) * (Lz f t + f t) := by
  refine ⟨⟨(contDiff_wave I).contDiffOn.mul hf.smooth, ?_⟩, ?_⟩
  · have h1 : exp (I * ((2 * π : ℝ) : ℂ)) = 1 := by
      rw [mul_comm]
      push_cast
      exact Complex.exp_two_pi_mul_I
    rw [raise, raise, h1, hf.twist, ofReal_zero, mul_zero, Complex.exp_zero]
    ring
  · intro t ht
    have hd : HasDerivWithinAt (raise f)
        (I * exp (I * t) * f t + exp (I * t) * (I * Lz f t)) arc t :=
      (hasDerivAt_wave I t).hasDerivWithinAt.fun_mul (hf.hasDeriv ht)
    rw [Lz_eq hd ht]
    linear_combination (-(exp (I * t) * (Lz f t + f t))) * I_mul_I

/-- An integer eigenvalue occurs if and only if the twist `s` is an integer
multiple of `2π`. -/
theorem integer_eigenvalue_iff (s : ℝ) :
    (∃ k : ℤ, IsEigenvalue s k) ↔ ∃ n : ℤ, s = 2 * π * n := by
  constructor
  · rintro ⟨k, hk⟩
    obtain ⟨m, hm⟩ := (eigenvalue_iff s k).mp hk
    have hr : (k : ℝ) = m + s / (2 * π) := by exact_mod_cast hm
    have hq : s / (2 * π) = k - m := by linarith
    rw [div_eq_iff Real.two_pi_pos.ne'] at hq
    refine ⟨k - m, ?_⟩
    push_cast
    linear_combination hq
  · rintro ⟨n, hn⟩
    refine ⟨n, (eigenvalue_iff s n).mpr ⟨0, ?_⟩⟩
    have hr : (n : ℝ) = ((0 : ℤ) : ℝ) + s / (2 * π) := by
      rw [hn, mul_div_cancel_left₀ _ Real.two_pi_pos.ne']
      simp
    exact_mod_cast hr

/-- For antiperiodic functions, `s = π`, the operator `-i d/dt` is symmetric and its
eigenvalues are exactly the numbers `m + 1/2` with `m` an integer. -/
theorem antiperiodic_counterexample :
    LzSymmetric π ∧ ∀ μ : ℂ, IsEigenvalue π μ ↔ ∃ m : ℤ, μ = m + 1 / 2 := by
  refine ⟨Lz_symmetric π, fun μ => ?_⟩
  have hπ : (π : ℂ) ≠ 0 := ofReal_ne_zero.mpr Real.pi_ne_zero
  have hh : (π : ℂ) / (2 * π) = 1 / 2 := by field_simp
  rw [eigenvalue_iff, hh]

end

end TwistedAngularMomentum
```

```lean
#print axioms TwistedAngularMomentum.raise_ladder
-- 'TwistedAngularMomentum.raise_ladder' depends on axioms: [propext, Classical.choice, Quot.sound]
#print axioms TwistedAngularMomentum.integer_eigenvalue_iff
-- 'TwistedAngularMomentum.integer_eigenvalue_iff' depends on axioms: [propext, Classical.choice, Quot.sound]
#print axioms TwistedAngularMomentum.antiperiodic_counterexample
-- 'TwistedAngularMomentum.antiperiodic_counterexample' depends on axioms: [propext, Classical.choice, Quot.sound]
```

## From the calculus to the Lean proof

`hasDerivAt_wave` and `contDiff_wave` supply the derivative and smoothness of plane waves. `Lz_eq` evaluates `Lz` from a known derivative, `InDomain.hasDeriv` is $f'=iL_zf$, and `InDomain.continuousOn_Lz` makes the integrands continuous.

In `Lz_symmetric`, `hF` is the product rule, `key` the fundamental theorem of calculus, and `phase` and `hb` cancel the boundary term. `eigenfunction_eq` removes the plane wave and applies `constant_of_derivWithin_zero`.

In `eigenvalue_iff`, the forward direction cancels $f(0)$ and uses `Complex.exp_eq_exp_iff_exists_int` to extract $m$; the reverse direction checks the plane wave. `raise_ladder` is the product rule again. `integer_eigenvalue_iff` carries the eigenvalue formula over to the reals and solves for $s$, and `antiperiodic_counterexample` sets $s=\pi$.
